# Exactness to Degree Eight Forces Negative Weights in the Nine-Point Newton–Cotes Rule

## Nodes, weights and exactness

Let the nodes be j = 0, 1, …, 8, and attach a real weight wⱼ to each. The quadrature value of a function f : ℝ → ℝ is

Q(f) = Σⱼ wⱼ f(j).

The rule is exact up to degree d if Q(p) equals the integral of p over [0, 8] for every real polynomial p of degree at most d. It is positive if no weight is negative. The spacing is one; for spacing h, each weight is multiplied by h.

Positivity matters when f is a density or carries errors. A positive rule never gives a nonnegative density a negative total. If it also integrates constants exactly, its weights add up to 8, so sample errors of size at most ε change the result by at most 8ε.

## What exactness determines

Exactness up to degree 8 holds for one set of weights only:

w₀ = w₈ = 3956/14175, w₁ = w₇ = 23552/14175,

w₂ = w₆ = −3712/14175, w₃ = w₅ = 41984/14175,

w₄ = −3632/2835.

In Lean, `rule w f` is Q(f), with `w : Fin 9 → ℝ` holding the nine weights, and `ExactUpTo d w` is exactness over all `p : ℝ[X]` with `p.natDegree ≤ d`. The theorem `exact_iff_eq_ncWeights` says that `ExactUpTo 8 w` holds if and only if `w = ncWeights`, the list above. From the same hypothesis, `negative_weights` gives the values at nodes 2, 4 and 6 and the failure of positivity.

Three further theorems describe the limits of the rule:

- `not_exact_ten`: no nine weights on these nodes are exact up to degree 10.
- `negative_value_of_nonneg_density`: an explicit nonnegative density has a positive integral but a negative quadrature value.
- `noise_amplification`: for sample errors bounded by ε ≥ 0, the largest possible change of the quadrature value is (54856/4725) ε.

The statements concern these nine equally spaced nodes in exact real arithmetic. They give no error estimate for general smooth integrands, and the noise bound is a worst case, not a statistical average.

## Why the weights are unique

Fix a node j and let p be the product of (x − k) over the other eight nodes k. It has degree 8, vanishes at every node except j, and satisfies p(j) ≠ 0. For any exact rule,

wⱼ p(j) = ∫₀⁸ p(x) dx.

The right side does not depend on the rule, so wⱼ is fixed.

For j = 4, put t = x − 4. Then

p = (t² − 1)(t² − 4)(t² − 9)(t² − 16) = t⁸ − 30t⁶ + 273t⁴ − 820t² + 576,

and p equals 576 at the central node. Integrating from −4 to 4 gives

524288/9 − 30 · 32768/7 + 273 · 2048/5 − 820 · 128/3 + 4608 = −232448/315 ≈ −737.93.

Division by 576 gives w₄ = −3632/2835 ≈ −1.281. The polynomial is positive at the centre, but its negative lobes outweigh its positive parts.

## Why the listed weights work

With g(t) = f(t + 4), the listed rule reads

Q(f) = (4/14175) [989(g(−4) + g(4)) + 5888(g(−3) + g(3)) − 928(g(−2) + g(2)) + 10496(g(−1) + g(1)) − 4540 g(0)].

A polynomial of degree at most 9 in x is also one in t. Odd powers of t give zero in both the rule and the integral. For the even powers, the square bracket and the resulting value are:

- t⁰: 28350, giving 8
- t²: 151200, giving 128/3
- t⁴: 1451520, giving 2048/5
- t⁶: 16588800, giving 32768/7
- t⁸: 206438400, giving 524288/9

These are the integrals 2 · 4ⁿ⁺¹/(n + 1) for n = 0, 2, 4, 6, 8. By linearity the rule is exact up to degree 9, one degree more than was required.

At t¹⁰ the rule gives 2342912/3, whereas the integral is 8388608/11. Any rule exact up to degree 10 would be exact up to degree 8, hence would have these weights, so none exists.

## A negative total and amplified noise

Take the density p(x)², with p the polynomial for the central node. It is nonnegative, continuous and positive at x = 4, so its integral is positive. The rule sees only the central sample:

Q(p²) = w₄ · 576² = −14876672/35 ≈ −425048.

The density has degree 16, so this does not conflict with exactness up to degree 9.

If the sample at node j has error δⱼ with |δⱼ| ≤ ε, linearity and the triangle inequality give

|Σⱼ wⱼ δⱼ| ≤ ε Σⱼ |wⱼ| = (54856/4725) ε ≈ 11.61 ε.

Choosing δⱼ = −ε at nodes 2, 4 and 6 and δⱼ = ε elsewhere attains the bound. In one-parameter thermodynamic integration with nine equally spaced coupling values, this worst-case error is about 1.45 times that of a positive rule on the same nodes that integrates constants exactly.

## Degree seven leaves room for positive weights

Exactness up to degree 7 does not force a negative weight. The eighth finite difference

Σⱼ (−1)ʲ C(8, j) p(j)

vanishes for every polynomial of degree at most 7, because each difference lowers the degree. Adding 1/50 of its coefficients to the weights above therefore preserves exactness up to degree 7. The new weights are approximately

0.299, 1.502, 0.298, 1.842, 0.119, 1.842, 0.298, 1.502, 0.299.

All are positive. This example supplements the Lean file, which treats exactness up to degree 8 and above.

## The Lean file

```lean
import Mathlib

open Polynomial

namespace NegativeNewtonCotes

noncomputable section

/-- The nine-point quadrature value of `f`, sampled at the nodes `0, 1, ..., 8` with weights `w`. -/
def rule (w : Fin 9 → ℝ) (f : ℝ → ℝ) : ℝ := ∑ j : Fin 9, w j * f ((j : ℕ) : ℝ)

/-- The weights `w` integrate every real polynomial of degree at most `d` exactly over `[0, 8]`. -/
def ExactUpTo (d : ℕ) (w : Fin 9 → ℝ) : Prop :=
  ∀ p : ℝ[X], p.natDegree ≤ d →
    rule w (fun x => p.eval x) = ∫ x in (0 : ℝ)..8, p.eval x

/-- The explicit nine-point Newton-Cotes weights for unit spacing. -/
def ncWeights : Fin 9 → ℝ :=
  ![3956 / 14175, 23552 / 14175, -3712 / 14175, 41984 / 14175, -3632 / 2835,
    41984 / 14175, -3712 / 14175, 23552 / 14175, 3956 / 14175]

/-- The nine-point Newton-Cotes rule written out, with mirror-image nodes grouped together. -/
theorem rule_ncWeights (f : ℝ → ℝ) :
    rule ncWeights f = 4 / 14175 * (989 * (f 0 + f 8) + 5888 * (f 1 + f 7)
      - 928 * (f 2 + f 6) + 10496 * (f 3 + f 5) - 4540 * f 4) := by
  have hs : ∀ g : Fin 9 → ℝ, ∑ j, g j =
      g 0 + g 1 + g 2 + g 3 + g 4 + g 5 + g 6 + g 7 + g 8 := by
    intro g
    rw [Fin.sum_univ_castSucc, Fin.sum_univ_eight]
    rfl
  rw [rule, hs]
  simp [ncWeights]
  ring

/-- The explicit weights integrate all polynomials of degree at most nine exactly. -/
theorem ncWeights_exact : ExactUpTo 9 ncWeights := by
  intro p hp
  have he : ∀ x : ℝ, p.eval x = ∑ i ∈ Finset.range 10, p.coeff i * x ^ i :=
    fun x => eval_eq_sum_range' (by omega) x
  -- integrate the polynomial monomial by monomial
  have hi : ∫ x in (0 : ℝ)..8, p.eval x =
      ∑ i ∈ Finset.range 10, p.coeff i * ((8 : ℝ) ^ (i + 1) / ((i : ℝ) + 1)) := by
    simp_rw [he]
    rw [intervalIntegral.integral_finsetSum]
    · refine Finset.sum_congr rfl fun i _ => ?_
      rw [intervalIntegral.integral_const_mul, integral_pow,
        zero_pow (Nat.succ_ne_zero i), sub_zero]
    · intro i _
      exact (by fun_prop : Continuous fun x : ℝ => p.coeff i * x ^ i).intervalIntegrable _ _
  rw [hi, rule_ncWeights]
  simp only [he, Finset.sum_range_succ, Finset.sum_range_zero]
  push_cast
  ring

/-- Two sets of weights that are both exact up to degree eight coincide. -/
theorem exact_weights_unique {w v : Fin 9 → ℝ} (hw : ExactUpTo 8 w) (hv : ExactUpTo 8 v) :
    w = v := by
  funext j
  -- the test polynomial vanishes at every node except `j`
  obtain ⟨p, hp⟩ : ∃ p : ℝ[X],
      p = ∏ k ∈ Finset.univ.erase j, (X - C (((k : Fin 9) : ℕ) : ℝ)) := ⟨_, rfl⟩
  have hdeg : p.natDegree ≤ 8 := by
    rw [hp]
    refine (natDegree_prod_le _ _).trans ?_
    simp only [natDegree_X_sub_C]
    simp
  have hne : p.eval ((j : ℕ) : ℝ) ≠ 0 := by
    rw [hp, eval_prod]
    refine Finset.prod_ne_zero_iff.2 fun k hk => ?_
    simp only [eval_sub, eval_X, eval_C]
    exact sub_ne_zero.2 fun h =>
      (Finset.mem_erase.1 hk).1 (Fin.ext (Nat.cast_injective h).symm)
  have key : ∀ u : Fin 9 → ℝ,
      rule u (fun x => p.eval x) = u j * p.eval ((j : ℕ) : ℝ) := by
    intro u
    unfold rule
    refine Finset.sum_eq_single j ?_ ?_
    · intro k _ hk
      have h0 : p.eval ((k : ℕ) : ℝ) = 0 := by
        rw [hp, eval_prod]
        exact Finset.prod_eq_zero (Finset.mem_erase.2 ⟨hk, Finset.mem_univ k⟩) (by simp)
      change u k * p.eval ((k : ℕ) : ℝ) = 0
      rw [h0, mul_zero]
    · intro h
      exact absurd (Finset.mem_univ j) h
  have h := (hw p hdeg).trans (hv p hdeg).symm
  rw [key, key] at h
  exact mul_right_cancel₀ hne h

/-- Nine weights are exact up to degree eight if and only if they are the explicit
Newton-Cotes weights. -/
theorem exact_iff_eq_ncWeights (w : Fin 9 → ℝ) : ExactUpTo 8 w ↔ w = ncWeights := by
  have hnc : ExactUpTo 8 ncWeights := fun p hp => ncWeights_exact p (by omega)
  constructor
  · intro hw
    exact exact_weights_unique hw hnc
  · rintro rfl
    exact hnc

/-- Exactness up to degree eight fixes the weights at the nodes 2, 4 and 6 to the stated
negative values, so the nine-point rule is not positive. -/
theorem negative_weights {w : Fin 9 → ℝ} (hw : ExactUpTo 8 w) :
    w 2 = -3712 / 14175 ∧ w 6 = -3712 / 14175 ∧ w 4 = -3632 / 2835 ∧ ¬ ∀ j, 0 ≤ w j := by
  obtain rfl := (exact_iff_eq_ncWeights w).1 hw
  have h2 : ncWeights 2 = -3712 / 14175 := rfl
  refine ⟨h2, rfl, rfl, fun h => ?_⟩
  have h' := h 2
  rw [h2] at h'
  norm_num at h'

/-- No choice of nine weights on these nodes is exact up to degree ten. -/
theorem not_exact_ten (w : Fin 9 → ℝ) : ¬ ExactUpTo 10 w := by
  intro h
  obtain rfl := (exact_iff_eq_ncWeights w).1 fun p hp => h p (by omega)
  have h10 := h (X ^ 10) (by simp)
  rw [rule_ncWeights] at h10
  simp only [eval_pow, eval_X, integral_pow] at h10
  norm_num at h10

/-- A polynomial density, the square of a product that vanishes at every node except 4. -/
def density (x : ℝ) : ℝ :=
  (x * (x - 1) * (x - 2) * (x - 3) * (x - 5) * (x - 6) * (x - 7) * (x - 8)) ^ 2

/-- The density is nowhere negative and has a positive integral over `[0, 8]`, yet any nine-point
rule on these nodes that is exact up to degree eight assigns it a negative value. -/
theorem negative_value_of_nonneg_density {w : Fin 9 → ℝ} (hw : ExactUpTo 8 w) :
    (∀ x, 0 ≤ density x) ∧ (0 < ∫ x in (0 : ℝ)..8, density x) ∧ rule w density < 0 := by
  obtain rfl := (exact_iff_eq_ncWeights w).1 hw
  have hpos : ∀ x, 0 ≤ density x := fun x => sq_nonneg _
  have hcont : Continuous density := by
    unfold density
    fun_prop
  refine ⟨hpos, ?_, ?_⟩
  · exact intervalIntegral.integral_pos (by norm_num) hcont.continuousOn
      (fun x _ => hpos x) ⟨4, by norm_num, by norm_num [density]⟩
  · rw [rule_ncWeights]
    norm_num [density]

/-- Let the weights be exact up to degree eight. If each sample of `f` carries an error of size at
most `ε`, where `ε ≥ 0`, the largest possible change of the quadrature value is `54856 / 4725 * ε`.
-/
theorem noise_amplification {w : Fin 9 → ℝ} (hw : ExactUpTo 8 w) (f : ℝ → ℝ)
    {ε : ℝ} (hε : 0 ≤ ε) :
    IsGreatest {r : ℝ | ∃ δ : ℝ → ℝ, (∀ x, |δ x| ≤ ε) ∧
      r = |rule w (fun x => f x + δ x) - rule w f|} (54856 / 4725 * ε) := by
  obtain rfl := (exact_iff_eq_ncWeights w).1 hw
  constructor
  · -- the worst error has the sign of the weight at each node
    refine ⟨fun x => if x = 2 ∨ x = 4 ∨ x = 6 then -ε else ε, ?_, ?_⟩
    · intro x
      dsimp only
      split_ifs <;> simp [abs_of_nonneg hε]
    · have h : rule ncWeights (fun x => f x + if x = 2 ∨ x = 4 ∨ x = 6 then -ε else ε)
          - rule ncWeights f = 54856 / 4725 * ε := by
        simp only [rule_ncWeights]
        norm_num
        ring
      rw [h, abs_of_nonneg (by positivity)]
  · rintro r ⟨δ, hδ, rfl⟩
    have h := fun x => abs_le.1 (hδ x)
    simp only [rule_ncWeights]
    rw [abs_le]
    constructor <;>
      linarith [(h 0).1, (h 0).2, (h 1).1, (h 1).2, (h 2).1, (h 2).2, (h 3).1, (h 3).2,
        (h 4).1, (h 4).2, (h 5).1, (h 5).2, (h 6).1, (h 6).2, (h 7).1, (h 7).2,
        (h 8).1, (h 8).2]

end

end NegativeNewtonCotes
```

```lean
#print axioms NegativeNewtonCotes.negative_weights
-- 'NegativeNewtonCotes.negative_weights' depends on axioms: [propext, Classical.choice, Quot.sound]
#print axioms NegativeNewtonCotes.not_exact_ten
-- 'NegativeNewtonCotes.not_exact_ten' depends on axioms: [propext, Classical.choice, Quot.sound]
#print axioms NegativeNewtonCotes.negative_value_of_nonneg_density
-- 'NegativeNewtonCotes.negative_value_of_nonneg_density' depends on axioms: [propext, Classical.choice, Quot.sound]
#print axioms NegativeNewtonCotes.noise_amplification
-- 'NegativeNewtonCotes.noise_amplification' depends on axioms: [propext, Classical.choice, Quot.sound]
```

## How the proof follows the calculation

`rule_ncWeights` expands the nine-term sum and groups mirror-image nodes. The later explicit evaluations start from this form.

`ncWeights_exact` works with powers of x instead of the centred variable t. It writes p as a sum of ten monomials, moves the integral inside the sum, and uses the integral of each power. After the rule is expanded too, both sides are linear in the ten coefficients of p, and `ring` checks that they agree. This replaces the moment list above.

`exact_weights_unique` builds the product polynomial for an arbitrary node `j`. The facts `hdeg` and `hne` record its degree bound and its nonzero value at `j`, while `key` reduces the quadrature sum to a single term. Two exact rules give the same integral, and cancelling the nonzero value p(j) makes their weights equal.

`exact_iff_eq_ncWeights` combines uniqueness with exactness. In `negative_weights`, the unknown `w` is replaced by the explicit list, the three values are read off, and the weight at node 2 contradicts positivity.

For `not_exact_ten`, the hypothesis is first weakened to degree 8, which identifies the weights. The test polynomial is then `X ^ 10`, and `norm_num` finds that the two sides differ.

In `negative_value_of_nonneg_density`, nonnegativity comes from the square. Continuity and the positive value at 4 give a positive integral, and direct evaluation gives the negative quadrature value.

The `IsGreatest` in `noise_amplification` has two parts: the bound is attained, and nothing exceeds it. The error function in the first part carries the signs of the weights at the nodes. For the second, `linarith` combines the upper and lower error bounds at the nine nodes, which is the triangle inequality written as linear inequalities.
